# The nonrelativistic magic angle for dipole electron energy loss lies between $\sqrt{15}$ and 4 characteristic angles

To compare a computed core-loss spectrum of an anisotropic crystal with a measured one, the components of the response tensor must be combined with weights set by the collection aperture. At one aperture size the weights are equal. The tensor can then be replaced by its trace, and the orientation of the specimen drops out.

That size is a fixed multiple of the characteristic angle $c$, the momentum transfer along the beam divided by the beam momentum. The result holds for core losses with negligible dielectric screening, a parallel beam, a round aperture centred on it, single dipole scattering, small angles and a purely electrostatic interaction between beam and specimen. Relativistic corrections to this interaction lower the multiple considerably at the usual energies of transmission microscopes, so the value found here is no aperture setting for such an instrument.

## Two weights and a signal

```lean
import Mathlib

open Matrix Real

namespace MagicAngleEELS

noncomputable section
```

The file loads the library Mathlib and opens the notation for matrices and real functions. In what follows, `def` introduces a quantity and `theorem` a statement with its proof.

```lean
/-- Weight of momentum transfer along the beam, collected up to the angle `B`. -/
def longitudinal (c B : ℝ) : ℝ := ∫ x in (0 : ℝ)..B, c ^ 2 * x / (x ^ 2 + c ^ 2) ^ 2
```

For real numbers $c$ and $B$, this is the longitudinal weight
$$L=\int_0^B \frac{c^2x}{(x^2+c^2)^2}\,dx .$$
Here $x$ is the scattering angle and $B$ the collection half-angle.

```lean
/-- Weight of momentum transfer perpendicular to the beam, collected up to the angle `B`. -/
def transverse (c B : ℝ) : ℝ := ∫ x in (0 : ℝ)..B, x ^ 3 / (x ^ 2 + c ^ 2) ^ 2
```

The transverse weight is
$$T=\int_0^B \frac{x^3}{(x^2+c^2)^2}\,dx .$$

```lean
/-- Momentum transfer, in units of the beam momentum, at small scattering angle `x` and
azimuth `φ`; the beam runs along the third axis. -/
def momentum (c x φ : ℝ) : Fin 3 → ℝ := ![x * cos φ, x * sin φ, c]
```

The momentum transfer is $q=(x\cos\varphi,\;x\sin\varphi,\;c)$. The type `Fin 3 → ℝ` is a real vector with components numbered 0, 1, 2, so the beam runs along component 2.

```lean
/-- Dipole energy-loss signal, up to a constant factor, of a specimen with response tensor `A`
collected by a round aperture of half-angle `B`. -/
def signal (c B : ℝ) (A : Matrix (Fin 3) (Fin 3) ℝ) : ℝ :=
  ∫ x in (0 : ℝ)..B, ∫ φ in (0 : ℝ)..(2 * π),
    x * (momentum c x φ ⬝ᵥ A *ᵥ momentum c x φ) / (momentum c x φ ⬝ᵥ momentum c x φ) ^ 2
```

The signal at one energy loss is
$$S(A)=\int_0^B\!dx\int_0^{2\pi}\!d\varphi\;\frac{x\,(q\cdot Aq)}{(q\cdot q)^2}.$$
The real $3\times3$ matrix $A$ holds the dipole response of the specimen. The denominator comes from the squared Coulomb interaction, and the factor $x$ from the small-angle element of solid angle. The symbols `⬝ᵥ` and `*ᵥ` are the dot product and the action of a matrix on a vector.

```lean
/-- The signal is unchanged by every rotation of the specimen, whatever its response tensor. -/
def OrientationFree (c B : ℝ) : Prop :=
  ∀ A R : Matrix (Fin 3) (Fin 3) ℝ, Rᵀ * R = 1 → R.det = 1 →
    signal c B (R * A * Rᵀ) = signal c B A
```

`OrientationFree c B` is a proposition: $S(RAR^T)=S(A)$ for every tensor $A$ and every proper rotation $R$. The two conditions on `R` say that it is orthogonal with determinant 1. The property belongs to the aperture, since it must hold for all tensors at once; an isotropic specimen gives an orientation-independent signal at any $B$.

## From the azimuthal integral to the balance of weights

```lean
/-- Integral over a full turn of a general quadratic expression in `cos φ` and `sin φ`. -/
theorem integral_turn (a b d e f g : ℝ) :
    ∫ φ in (0 : ℝ)..(2 * π), (a * cos φ ^ 2 + b * sin φ ^ 2 + d * (sin φ * cos φ)
      + e * cos φ + f * sin φ + g) = π * (a + b) + 2 * π * g := by
  have hd : ∀ φ ∈ Set.uIcc (0 : ℝ) (2 * π), HasDerivAt
      (fun y : ℝ => a / 2 * (y + sin y * cos y) + b / 2 * (y - sin y * cos y)
        + d / 2 * (sin y * sin y) + e * sin y - f * cos y + g * y)
      (a * cos φ ^ 2 + b * sin φ ^ 2 + d * (sin φ * cos φ)
        + e * cos φ + f * sin φ + g) φ := by
    intro φ _
    have hs := Real.hasDerivAt_sin φ
    have hk := Real.hasDerivAt_cos φ
    have hi := hasDerivAt_id' φ
    refine ((((((hi.fun_add (hs.fun_mul hk)).const_mul (a / 2)).fun_add
      ((hi.fun_sub (hs.fun_mul hk)).const_mul (b / 2))).fun_add
      ((hs.fun_mul hs).const_mul (d / 2))).fun_add (hs.const_mul e)).fun_sub
      (hk.const_mul f)).fun_add (hi.const_mul g) |>.congr_deriv ?_
    linear_combination (-(a + b) / 2) * Real.sin_sq_add_cos_sq φ
  rw [intervalIntegral.integral_eq_sub_of_hasDerivAt hd
    (Continuous.intervalIntegrable (by fun_prop) _ _)]
  simp only [Real.sin_two_pi, Real.cos_two_pi, Real.sin_zero, Real.cos_zero]
  ring
```

Over a full turn, $\cos^2\varphi$ and $\sin^2\varphi$ each integrate to $\pi$, the constant $g$ gives $2\pi g$, and the other terms vanish. Lean is given an explicit antiderivative. The step `hd` differentiates it, using $\sin^2\varphi+\cos^2\varphi=1$, and the fundamental theorem of calculus then leaves the values at the two ends.

```lean
/-- The signal is `2π` times the sum of two terms: the mean in-plane response weighted by the
transverse integral, and the response along the beam weighted by the longitudinal integral. -/
theorem signal_eq {c : ℝ} (hc : 0 < c) (B : ℝ) (A : Matrix (Fin 3) (Fin 3) ℝ) :
    signal c B A = π * (A 0 0 + A 1 1) * transverse c B + 2 * π * A 2 2 * longitudinal c B := by
  have haz : ∀ x : ℝ, (∫ φ in (0 : ℝ)..(2 * π),
      x * (momentum c x φ ⬝ᵥ A *ᵥ momentum c x φ) / (momentum c x φ ⬝ᵥ momentum c x φ) ^ 2)
      = π * (A 0 0 + A 1 1) * (x ^ 3 / (x ^ 2 + c ^ 2) ^ 2)
        + 2 * π * A 2 2 * (c ^ 2 * x / (x ^ 2 + c ^ 2) ^ 2) := by
    intro x
    have hq : ∀ φ, momentum c x φ ⬝ᵥ momentum c x φ = x ^ 2 + c ^ 2 := by
      intro φ
      have h : momentum c x φ ⬝ᵥ momentum c x φ
          = x * cos φ * (x * cos φ) + x * sin φ * (x * sin φ) + c * c := by
        simp [momentum, dotProduct, Fin.sum_univ_three]
      rw [h]
      linear_combination x ^ 2 * Real.sin_sq_add_cos_sq φ
    let K := x / (x ^ 2 + c ^ 2) ^ 2
    have hf : (fun φ => x * (momentum c x φ ⬝ᵥ A *ᵥ momentum c x φ)
        / (momentum c x φ ⬝ᵥ momentum c x φ) ^ 2) = fun φ =>
        (K * x ^ 2 * A 0 0) * cos φ ^ 2 + (K * x ^ 2 * A 1 1) * sin φ ^ 2
        + (K * x ^ 2 * (A 0 1 + A 1 0)) * (sin φ * cos φ)
        + (K * x * c * (A 0 2 + A 2 0)) * cos φ
        + (K * x * c * (A 1 2 + A 2 1)) * sin φ + K * c ^ 2 * A 2 2 := by
      funext φ
      rw [hq]
      simp only [K, momentum, dotProduct, Matrix.mulVec, Fin.sum_univ_three,
        Matrix.cons_val_zero, Matrix.cons_val_one, Matrix.cons_val]
      ring
    rw [hf, integral_turn]
    simp only [K]
    ring
  have h1 : Continuous fun x : ℝ => x ^ 3 / (x ^ 2 + c ^ 2) ^ 2 :=
    Continuous.div (by fun_prop) (by fun_prop) (fun x => by positivity)
  have h2 : Continuous fun x : ℝ => c ^ 2 * x / (x ^ 2 + c ^ 2) ^ 2 :=
    Continuous.div (by fun_prop) (by fun_prop) (fun x => by positivity)
  simp only [signal, haz]
  rw [intervalIntegral.integral_add ((h1.intervalIntegrable _ _).const_mul _)
    ((h2.intervalIntegrable _ _).const_mul _), intervalIntegral.integral_const_mul,
    intervalIntegral.integral_const_mul, transverse, longitudinal]
```

The theorem says
$$S(A)=\pi(A_{00}+A_{11})\,T+2\pi A_{22}\,L .$$
By hand, $q\cdot q=x^2+c^2$ does not depend on $\varphi$ (`hq`), and
$$\begin{aligned}q\cdot Aq={}&x^2\left[A_{00}\cos^2\varphi+A_{11}\sin^2\varphi+(A_{01}+A_{10})\sin\varphi\cos\varphi\right]\\&+xc\left[(A_{02}+A_{20})\cos\varphi+(A_{12}+A_{21})\sin\varphi\right]+c^2A_{22}.\end{aligned}$$
The azimuthal integral leaves $\pi x^2(A_{00}+A_{11})+2\pi c^2A_{22}$. Multiplying by $x/(x^2+c^2)^2$ and integrating over $x$ gives the two weights. In Lean, `hf` is the expansion and `haz` the azimuthal result; `h1` and `h2` supply the continuity needed to split the remaining integral.

```lean
/-- Orientation dependence cancels exactly when the longitudinal weight is half the
transverse weight. -/
theorem orientationFree_iff {c : ℝ} (hc : 0 < c) (B : ℝ) :
    OrientationFree c B ↔ longitudinal c B = transverse c B / 2 := by
  constructor
  · intro H
    -- a quarter turn carries the optic axis from the beam into the plane
    have h := H !![0, 0, 0; 0, 0, 0; 0, 0, 1] !![0, 0, 1; 0, 1, 0; -1, 0, 0]
      (by ext i j; fin_cases i <;> fin_cases j <;> simp [Matrix.mul_apply, Fin.sum_univ_three])
      (by simp [Matrix.det_fin_three])
    have e : (!![0, 0, 1; 0, 1, 0; -1, 0, 0] * !![0, 0, 0; 0, 0, 0; 0, 0, 1]
        * (!![0, 0, 1; 0, 1, 0; -1, 0, 0])ᵀ : Matrix (Fin 3) (Fin 3) ℝ)
        = !![1, 0, 0; 0, 0, 0; 0, 0, 0] := by
      ext i j
      fin_cases i <;> fin_cases j <;> simp [Matrix.mul_apply, Fin.sum_univ_three]
    rw [e, signal_eq hc, signal_eq hc] at h
    have h' : π * (1 + 0) * transverse c B + 2 * π * 0 * longitudinal c B
        = π * (0 + 0) * transverse c B + 2 * π * 1 * longitudinal c B := h
    have h0 : π * (longitudinal c B - transverse c B / 2) = 0 := by
      linear_combination (-1 / 2) * h'
    linarith [(mul_eq_zero.mp h0).resolve_left Real.pi_ne_zero]
  · intro h A R hR _
    -- at balance only the rotation-invariant trace is left
    have htr : (R * A * Rᵀ).trace = A.trace := by
      rw [Matrix.trace_mul_cycle, hR, one_mul]
    rw [Matrix.trace_fin_three, Matrix.trace_fin_three] at htr
    rw [signal_eq hc, signal_eq hc, h]
    linear_combination π * transverse c B * htr
```

Orientation dependence cancels exactly when $L=T/2$.

Suppose first that it cancels. Take $A=\mathrm{diag}(0,0,1)$, whose signal is $2\pi L$. A quarter turn carries it to $\mathrm{diag}(1,0,0)$, whose signal is $\pi T$. Equality of the two gives $L=T/2$.

Conversely, if $L=T/2$, then $S(A)=\pi T\,\mathrm{tr}A$, and
$$\mathrm{tr}(RAR^T)=\mathrm{tr}(R^TRA)=\mathrm{tr}A .$$
The two bullets of the proof are these two directions, and `htr` is the invariance of the trace.

## One equation in one variable

```lean
/-- In terms of `s = 1 + (B/c)²`, the balance of the two weights reads `log s = 3 (1 - 1/s)`. -/
theorem balance_iff {c : ℝ} (hc : 0 < c) (B : ℝ) :
    longitudinal c B = transverse c B / 2 ↔
      log (1 + (B / c) ^ 2) = 3 * (1 - (1 + (B / c) ^ 2)⁻¹) := by
  have hne : ∀ x : ℝ, x ^ 2 + c ^ 2 ≠ 0 := fun x => by positivity
  have hc2 : c ^ 2 ≠ 0 := by positivity
  have hsq : ∀ x : ℝ, HasDerivAt (fun y : ℝ => y ^ 2) (2 * x) x := fun x => by
    simpa using hasDerivAt_pow 2 x
  have hq : ∀ x : ℝ, HasDerivAt (fun y : ℝ => y ^ 2 + c ^ 2) (2 * x) x :=
    fun x => (hsq x).add_const (c ^ 2)
  have hr : ∀ x : ℝ, HasDerivAt (fun y : ℝ => y ^ 2 / (y ^ 2 + c ^ 2))
      (2 * (c ^ 2 * x / (x ^ 2 + c ^ 2) ^ 2)) x :=
    fun x => ((hsq x).fun_div (hq x) (hne x)).congr_deriv (by ring)
  have hL : longitudinal c B = B ^ 2 / (B ^ 2 + c ^ 2) / 2 := by
    have hd : ∀ x ∈ Set.uIcc 0 B, HasDerivAt (fun y : ℝ => y ^ 2 / (y ^ 2 + c ^ 2) / 2)
        (c ^ 2 * x / (x ^ 2 + c ^ 2) ^ 2) x :=
      fun x _ => ((hr x).div_const 2).congr_deriv (by ring)
    rw [longitudinal, intervalIntegral.integral_eq_sub_of_hasDerivAt hd
      (Continuous.intervalIntegrable (Continuous.div (by fun_prop) (by fun_prop)
        (fun x => pow_ne_zero 2 (hne x))) _ _)]
    ring
  have e : 1 + (B / c) ^ 2 = (B ^ 2 + c ^ 2) / c ^ 2 := by
    rw [div_pow, add_div, div_self hc2]
    ring
  have hT : transverse c B = (log (1 + (B / c) ^ 2) - B ^ 2 / (B ^ 2 + c ^ 2)) / 2 := by
    have hd : ∀ x ∈ Set.uIcc 0 B, HasDerivAt
        (fun y : ℝ => (log (y ^ 2 + c ^ 2) - y ^ 2 / (y ^ 2 + c ^ 2)) / 2)
        (x ^ 3 / (x ^ 2 + c ^ 2) ^ 2) x := by
      intro x _
      refine ((((hq x).log (hne x)).fun_sub (hr x)).div_const 2).congr_deriv ?_
      have hx := hne x
      field_simp
      ring
    have hz : (0 : ℝ) ^ 2 + c ^ 2 = c ^ 2 := by ring
    rw [transverse, intervalIntegral.integral_eq_sub_of_hasDerivAt hd
      (Continuous.intervalIntegrable (Continuous.div (by fun_prop) (by fun_prop)
        (fun x => pow_ne_zero 2 (hne x))) _ _), e, Real.log_div (hne B) hc2, hz]
    ring
  have hB : B ^ 2 / (B ^ 2 + c ^ 2) = 1 - (1 + (B / c) ^ 2)⁻¹ := by
    rw [e, inv_div, eq_sub_iff_add_eq, ← add_div, div_self (hne B)]
  rw [hL, hT, hB]
  constructor <;> intro h <;> linarith
```

With $s=1+(B/c)^2$, the balance becomes $\log s=3(1-1/s)$. Since
$$\frac{d}{dx}\frac{x^2}{x^2+c^2}=\frac{2c^2x}{(x^2+c^2)^2},$$
the longitudinal weight is
$$L=\frac12\,\frac{B^2}{B^2+c^2}=\frac12\left(1-\frac1s\right).$$
The two integrands add up to $x/(x^2+c^2)$, so $L+T=\tfrac12\log s$ and
$$T=\frac12\left[\log s-\left(1-\frac1s\right)\right].$$
Setting $2L=T$ gives the equation. The steps `hL` and `hT` are the closed forms, each obtained from an antiderivative, and `linarith` does the final linear algebra.

The limit of a small aperture shows how the weights compete. For $B\ll c$, $L\approx B^2/(2c^2)$ while $T\approx B^4/(4c^4)$, so the signal comes mainly from the response along the beam, unless $A_{22}$ vanishes. For a large aperture $L$ saturates at $1/2$ and $T$ grows logarithmically. At $B=0$ both vanish; this is the trivial root $s=1$, which the condition $B>0$ excludes below.

```lean
/-- The equation `log s = 3 (1 - 1/s)` has at most one solution above `1`. -/
theorem root_unique {s t : ℝ} (hs : 1 < s) (hst : s < t)
    (es : log s = 3 * (1 - s⁻¹)) (et : log t = 3 * (1 - t⁻¹)) : False := by
  have s0 : 0 < s := by linarith
  have t0 : 0 < t := by linarith
  have h1 : s⁻¹ < 1 := inv_lt_one_of_one_lt₀ hs
  have h2 : t⁻¹ < s⁻¹ := by
    rw [inv_eq_one_div, inv_eq_one_div]
    exact one_div_lt_one_div_of_lt s0 hst
  -- a line cannot meet the strictly concave logarithm three times
  have h := strictConcaveOn_log_Ioi.slope_anti_adjacent
    (Set.mem_Ioi.mpr (inv_pos.mpr t0)) (Set.mem_Ioi.mpr one_pos) h2 h1
  rw [Real.log_one, Real.log_inv, Real.log_inv, es, et,
    div_lt_div_iff₀ (by linarith) (by linarith)] at h
  nlinarith [h]
```

Two different roots above 1 are contradictory, which Lean expresses by the conclusion `False`. Put $u=1/s$. The equation becomes $\log u=3(u-1)$, the meeting of the logarithm with a straight line of slope 3 through $(1,0)$. If $1<s<t$ were both roots, the curve would meet the line at $1/t<1/s<1$. Both successive chords would have slope 3, whereas strict concavity makes the second slope smaller than the first. The lemma `slope_anti_adjacent` provides that inequality.

```lean
/-- The equation `log s = 3 (1 - 1/s)` has a solution between `16` and `17`. -/
theorem root_exists : ∃ s : ℝ, 16 < s ∧ s < 17 ∧ log s = 3 * (1 - s⁻¹) := by
  have h16 : log 16 = 4 * log 2 := by
    rw [show (16 : ℝ) = 2 ^ 4 by norm_num, Real.log_pow]
    norm_num
  have h17 : log 16 - log 17 ≤ 16 / 17 - 1 := by
    rw [← Real.log_div (by norm_num) (by norm_num)]
    exact Real.log_le_sub_one_of_pos (by norm_num)
  have hcont : ContinuousOn (fun s : ℝ => log s - 3 * (1 - s⁻¹)) (Set.Icc 16 17) := by
    intro s hs
    have h0 : s ≠ 0 := by linarith [hs.1]
    exact ((Real.continuousAt_log h0).sub (continuousAt_const.mul
      (continuousAt_const.sub (continuousAt_inv₀ h0)))).continuousWithinAt
  have hmem : (0 : ℝ) ∈ Set.Ioo (log 16 - 3 * (1 - (16 : ℝ)⁻¹))
      (log 17 - 3 * (1 - (17 : ℝ)⁻¹)) := by
    constructor
    · norm_num
      linarith [Real.log_two_lt_d9]
    · norm_num
      linarith [Real.log_two_gt_d9]
  obtain ⟨s, hs, h⟩ := intermediate_value_Ioo (by norm_num) hcont hmem
  exact ⟨s, hs.1, hs.2, sub_eq_zero.mp h⟩
```

Let $g(s)=\log s-3(1-1/s)$. Then
$$g(16)=4\log2-\frac{45}{16}<0 .$$
From $\log(16/17)\le 16/17-1$ follows $\log17\ge4\log2+1/17$, hence
$$g(17)\ge 4\log 2+\frac1{17}-\frac{48}{17}=4\log2-\frac{47}{17}>0 .$$
Decimal bounds on $\log2$ settle both signs, and the intermediate value theorem gives a root between 16 and 17.

## The magic angle

```lean
/-- One number `k` between `√15` and `4` fixes the magic angle for every characteristic angle `c >
0`: among angles `B > 0`, the longitudinal weight is half the transverse weight exactly at `B = k
c`. -/
theorem magic_angle : ∃ k : ℝ, √15 < k ∧ k < 4 ∧ ∀ c B : ℝ, 0 < c → 0 < B →
    (longitudinal c B = transverse c B / 2 ↔ B = k * c) := by
  obtain ⟨s, h16, h17, hs⟩ := root_exists
  have hk : √(s - 1) ^ 2 = s - 1 := Real.sq_sqrt (by linarith)
  have hk0 : 0 ≤ √(s - 1) := Real.sqrt_nonneg _
  refine ⟨√(s - 1), Real.sqrt_lt_sqrt (by norm_num) (by linarith), by nlinarith, ?_⟩
  intro c B hc hB
  have hu : 0 < B / c := div_pos hB hc
  rw [balance_iff hc, ← div_eq_iff hc.ne']
  constructor
  · intro h
    have h1 : 1 < 1 + (B / c) ^ 2 := by linarith [pow_pos hu 2]
    have heq : 1 + (B / c) ^ 2 = s := by
      rcases lt_trichotomy (1 + (B / c) ^ 2) s with hlt | heq | hgt
      · exact (root_unique h1 hlt h hs).elim
      · exact heq
      · exact (root_unique (by linarith) hgt hs h).elim
    nlinarith
  · intro h
    rw [h, hk, add_sub_cancel]
    exact hs
```

There is a number $k$ with $\sqrt{15}<k<4$ such that, for all $c>0$ and $B>0$, $L=T/2$ holds exactly when $B=kc$. Because `∃ k` stands before `∀ c B`, the same $k$ serves every characteristic angle.

Take the root $s$ just found and set $k=\sqrt{s-1}$; the bounds follow from $15<s-1<16$. If the weights balance, $1+(B/c)^2$ is a root above 1. The proof compares it with $s$ (`lt_trichotomy`), and `root_unique` rules out both inequalities. Hence $(B/c)^2=k^2$, and positivity gives $B=kc$. Conversely, $B=kc$ turns the balance into the equation that $s$ satisfies.

```lean
/-- The dipole signal is independent of orientation for every response tensor at exactly one
positive collection angle `B = k c`, with the same `k` between `√15` and `4` for every
characteristic angle `c`. -/
theorem magic_angle_orientation : ∃ k : ℝ, √15 < k ∧ k < 4 ∧ ∀ c B : ℝ, 0 < c → 0 < B →
    (OrientationFree c B ↔ B = k * c) := by
  obtain ⟨k, h1, h2, h⟩ := magic_angle
  exact ⟨k, h1, h2, fun c B hc hB => (orientationFree_iff hc B).trans (h c B hc hB)⟩

end

end MagicAngleEELS
```

Chaining this with `orientationFree_iff` gives the physical statement: among positive collection angles, the signal is independent of orientation for every response tensor at $B=kc$ and at no other.

In a code, $k$ takes a few lines: bisect $g$ on $[16,17]$, a bracket that keeps clear of the trivial root, and return $\sqrt{s-1}\approx3.975$. For any other aperture, the same model gives $A_{00}$ and $A_{11}$ the weight $T/2$ each and $A_{22}$ the weight $L$, up to the common factor $2\pi$, with $L$ and $T$ in closed form. Relativistic corrections change these weights as well. Since $c$ grows with the energy loss, a fixed aperture meets the condition at no more than one loss in the spectrum.

```lean
#print axioms MagicAngleEELS.magic_angle_orientation
-- 'MagicAngleEELS.magic_angle_orientation' depends on axioms: [propext, Classical.choice, Quot.sound]
```
